# High-frequency tail of the local GW correlation self-energy on the imaginary axis for complete orbitals

The theorem `imaginary_axis_tail` concerns a correlation self-energy on a grid, given as a finite sum of pole terms with real poles, built from orbitals `φ` and excitation amplitudes `u`. If the orbitals are complete, `φ * φᴴ = 1`, then at each grid point r the product ω Im Σ(r,r,iω) tends to −∑ₛ |uₛ(r)|² as the real frequency ω goes to +∞. The amplitudes are arbitrary complex numbers, with no normalisation assumed. The proof takes the limit of z Σ(r,r,z) at large complex z from `tail_local`, follows it along z = iω, and takes minus the real part, since Re(iω Σ) = −ω Im Σ. To do so it must first show, in `hI`, that iω leaves every bounded set as ω grows.

An attempt in Lean 4 with a fault in it:

```lean
import Mathlib

open Filter Topology Matrix

namespace GWSelfEnergyTail

noncomputable section

variable {R M S : Type*} [Fintype M] [Fintype S]

/-- The correlation self-energy on a grid, with orbitals `φ r m`, amplitudes `u s r` and
real poles `p m s`, at complex frequency `z`. -/
def selfEnergy (φ : Matrix R M ℂ) (u : S → R → ℂ) (p : M → S → ℝ) (z : ℂ) (r r' : R) : ℂ :=
  ∑ m, ∑ s, φ r m * star (φ r' m) * (u s r * star (u s r')) / (z - (p m s : ℂ))

/-- The overlap of the amplitudes at two grid points, summed over all excitations. -/
def amplitudeOverlap (u : S → R → ℂ) (r r' : R) : ℂ :=
  ∑ s, u s r * star (u s r')

/-- The total squared modulus of the amplitudes at a grid point. -/
def tailWeight (u : S → R → ℂ) (r : R) : ℝ :=
  ∑ s, ‖u s r‖ ^ 2

/-- At coinciding grid points the amplitude overlap is the total squared modulus. -/
theorem amplitudeOverlap_self (u : S → R → ℂ) (r : R) :
    amplitudeOverlap u r r = (tailWeight u r : ℂ) := by
  unfold amplitudeOverlap tailWeight
  rw [Complex.ofReal_sum]
  refine Finset.sum_congr rfl fun s _ => ?_
  rw [Complex.star_def, Complex.mul_conj, Complex.normSq_eq_norm_sq]

/-- The residues of the self-energy add up to the orbital completeness sum times the
amplitude overlap. -/
theorem sum_residues (φ : Matrix R M ℂ) (u : S → R → ℂ) (r r' : R) :
    ∑ m, ∑ s, φ r m * star (φ r' m) * (u s r * star (u s r'))
      = (φ * φᴴ) r r' * amplitudeOverlap u r r' := by
  simp only [amplitudeOverlap, Matrix.mul_apply, Matrix.conjTranspose_apply,
    Finset.sum_mul_sum]

/-- A single pole term times the frequency tends to one at large complex frequency. -/
theorem single_pole_tail (p : ℂ) :
    Tendsto (fun z : ℂ => z / (z - p)) (Bornology.cobounded ℂ) (𝓝 1) := by
  have h0 : Tendsto (fun z : ℂ => z⁻¹) (Bornology.cobounded ℂ) (𝓝 0) :=
    tendsto_inv₀_cobounded
  have h1 : Tendsto (fun z : ℂ => (1 - p * z⁻¹)⁻¹) (Bornology.cobounded ℂ) (𝓝 1) := by
    have h2 : Tendsto (fun z : ℂ => 1 - p * z⁻¹) (Bornology.cobounded ℂ) (𝓝 1) := by
      simpa using (h0.const_mul p).const_sub 1
    simpa using h2.inv₀ one_ne_zero
  refine h1.congr' ?_
  filter_upwards [Bornology.eventually_ne_cobounded (0 : ℂ)] with z hz
  have h : z - p = z * (1 - p * z⁻¹) := by
    rw [mul_sub, mul_one, mul_left_comm, mul_inv_cancel₀ hz, mul_one]
  rw [h, div_eq_mul_inv, mul_inv, ← mul_assoc, mul_inv_cancel₀ hz, one_mul]

/-- For arbitrary orbitals, `z Σ(r,r',z)` tends to the orbital completeness sum times the
amplitude overlap. -/
theorem tail_general (φ : Matrix R M ℂ) (u : S → R → ℂ) (p : M → S → ℝ) (r r' : R) :
    Tendsto (fun z : ℂ => z * selfEnergy φ u p z r r') (Bornology.cobounded ℂ)
      (𝓝 ((φ * φᴴ) r r' * amplitudeOverlap u r r')) := by
  -- each pole contributes its residue
  have h : Tendsto (fun z : ℂ => ∑ m, ∑ s,
      φ r m * star (φ r' m) * (u s r * star (u s r')) * (z / (z - (p m s : ℂ))))
      (Bornology.cobounded ℂ)
      (𝓝 (∑ m, ∑ s, φ r m * star (φ r' m) * (u s r * star (u s r')) * 1)) :=
    tendsto_finsetSum _ fun m _ => tendsto_finsetSum _ fun s _ =>
      (single_pole_tail (p m s : ℂ)).const_mul _
  simp only [mul_one] at h
  rw [sum_residues] at h
  refine h.congr fun z => ?_
  simp only [selfEnergy, Finset.mul_sum]
  refine Finset.sum_congr rfl fun m _ => Finset.sum_congr rfl fun s _ => ?_
  ring

/-- For complete orbitals (a unitary matrix, when it is square), `z Σ(r,r',z)` tends to
`δ(r,r') ∑ₛ |uₛ(r)|²` at large complex frequency, and this weight is nonnegative. -/
theorem tail_local [DecidableEq R] (φ : Matrix R M ℂ) (hφ : φ * φᴴ = 1)
    (u : S → R → ℂ) (p : M → S → ℝ) (r r' : R) :
    Tendsto (fun z : ℂ => z * selfEnergy φ u p z r r') (Bornology.cobounded ℂ)
      (𝓝 (if r = r' then (tailWeight u r : ℂ) else 0)) ∧ 0 ≤ tailWeight u r := by
  refine ⟨?_, Finset.sum_nonneg fun s _ => sq_nonneg _⟩
  have h := tail_general φ u p r r'
  rw [hφ] at h
  by_cases hr : r = r'
  · subst hr
    rw [Matrix.one_apply_eq, one_mul, amplitudeOverlap_self] at h
    rwa [if_pos rfl]
  · rw [Matrix.one_apply_ne hr, zero_mul] at h
    rwa [if_neg hr]

/-- On the imaginary frequency axis, for complete orbitals, `ω Im Σ(r,r,iω)` tends to
`-∑ₛ |uₛ(r)|²` as `ω → ∞`. -/
theorem imaginary_axis_tail [DecidableEq R] (φ : Matrix R M ℂ) (hφ : φ * φᴴ = 1)
    (u : S → R → ℂ) (p : M → S → ℝ) (r : R) :
    Tendsto (fun ω : ℝ => ω * (selfEnergy φ u p (ω * Complex.I) r r).im) atTop
      (𝓝 (-tailWeight u r)) := by
  have hI : Tendsto (fun ω : ℝ => (ω : ℂ) * Complex.I) atTop (Bornology.cobounded ℂ) := by
    rw [← tendsto_norm_atTop_iff_cobounded]
    simpa using tendsto_abs_atTop_atTop (α := ℝ)
  have h := (tail_local φ hφ u p r r).1.comp hI
  rw [if_pos rfl] at h
  have h2 := ((Complex.continuous_re.tendsto _).comp h).neg
  rw [Complex.ofReal_re] at h2
  refine h2.congr fun ω => ?_
  simp [Complex.mul_re]

end

end GWSelfEnergyTail
```

Lean reports:

```
Main.lean:98:40: error: Invalid argument name `α` for function `tendsto_abs_atTop_atTop`

Hint: Perhaps you meant one of the following parameter names:
  • `G`: α̵G̲
  • `U`: α̵U̲
```

This version goes through:

```diff
@@ -96,5 +96,5 @@
   have hI : Tendsto (fun ω : ℝ => (ω : ℂ) * Complex.I) atTop (Bornology.cobounded ℂ) := by
     rw [← tendsto_norm_atTop_iff_cobounded]
-    simpa using tendsto_abs_atTop_atTop (α := ℝ)
+    simpa using tendsto_abs_atTop_atTop (G := ℝ)
   have h := (tail_local φ hφ u p r r).1.comp hI
   rw [if_pos rfl] at h
```

Cause. The error lies in the proof of `hI`. After the `rw`, what remains is that the norm of iω tends to infinity, and the attempt gets this from `tendsto_abs_atTop_atTop`, the fact that |ω| tends to infinity with ω. It tries to fix the number type as the reals by writing `(α := ℝ)`. An argument given in this way must carry the name used in the lemma's own declaration, and this lemma has no argument called `α`. Lean therefore rejects the term itself, so the fault is not in the limit being claimed.

The hint offers `G` and `U` as possible names. The diff changes `α` to `G`, which is the lemma's name for the type meant here, so `(G := ℝ)` gives the lemma for real numbers and `simpa` can use it to close the goal. Nothing else in the proof needed to change.
